# For $a>0$, the yield $Z^4/(Z^4+a)$ on $Z>0$ rises strictly to one, with half yield at $Z^4=a$ and inflection at $Z^4=3a/5$

Take a K-shell vacancy that can decay in two ways: by emitting a photon, at a rate taken as proportional to the fourth power of the nuclear charge $Z$, or by emitting an Auger electron, at a rate taken as independent of $Z$. Suppose that the two rates are equal at $Z=30$, so that half of the decays there are radiative. At $Z=60$ the photon rate is $16$ times as large, and the radiative share is $16/17$. The photon channel grows while the Auger channel stands still, and the crossover is where the rates match.

For a K-shell vacancy in an atom of nuclear charge $Z$, let the radiative rate be $r=cZ^4$ and the Auger rate a constant $g$. The fourth power is the hydrogenic dipole estimate: the cube of the transition energy gives $Z^6$, and the squared dipole moment gives $Z^{-2}$. In the same hydrogenic picture the Auger rate is independent of $Z$ to leading order. Both scalings are assumed here, and screening and relativistic corrections are left out. The fluorescence yield $w(Z)$ is the radiative fraction $r/(r+g)$.

```lean
import Mathlib

open Filter Topology

namespace FluorescenceYield

noncomputable section

/-- The fraction of decays that are radiative when a radiative channel of rate `r`
competes with an Auger channel of rate `g`. -/
def radiativeFraction (r g : ℝ) : ℝ := r / (r + g)

/-- The fluorescence yield `Z⁴ / (Z⁴ + a)` as a function of the nuclear charge `Z`. -/
def fluorescenceYield (a Z : ℝ) : ℝ := Z ^ 4 / (Z ^ 4 + a)
```

In the code `radiativeFraction r g` is the branching fraction and `fluorescenceYield a Z` is $w(Z)$. The charge is a real number, which gives derivatives with respect to $Z$ a meaning; the elements correspond to integer values of $Z$.

## Positive rate constants, $c>0$ and $g>0$

These say that both channels are open. By hand, one divides numerator and denominator by $c$:

$$\frac{cZ^4}{cZ^4+g}=\frac{Z^4}{Z^4+g/c}.$$

The two rate constants therefore enter only through $a=g/c$, which is dimensionless and positive.

```lean
/-- A radiative rate `c Z⁴` competing with a constant Auger rate `g` gives the
fluorescence yield with parameter `a = g / c`. -/
theorem radiativeFraction_eq_yield {c g : ℝ} (hc : 0 < c) (hg : 0 < g) (Z : ℝ) :
    radiativeFraction (c * Z ^ 4) g = fluorescenceYield (g / c) Z := by
  unfold radiativeFraction fluorescenceYield
  have h1 : c * Z ^ 4 + g ≠ 0 := by positivity
  have h2 : Z ^ 4 + g / c ≠ 0 := by positivity
  have h3 : c * (g / c) = g := mul_div_cancel₀ g hc.ne'
  rw [div_eq_div_iff h1 h2]
  linear_combination Z ^ 4 * h3
```

The proof uses positivity to show that both denominators are nonzero, then cross-multiplies. What remains is $c\cdot(g/c)=g$ multiplied by $Z^4$.

With $c=0$ nothing radiates and the ratio $g/c$ has no meaning. With $g=0$ there is no competition, and the yield is one for every $Z\neq0$.

## A target yield below one, $y<1$

A yield of one would mean that the Auger channel never fires. For a prescribed value $y$, the equation $w(Z)=y$ is solved by

$$Z^4=y(Z^4+a)\quad\Longleftrightarrow\quad(1-y)Z^4=ay\quad\Longleftrightarrow\quad Z^4=\frac{ay}{1-y}.$$

The last step divides by $1-y$, and that is where the hypothesis enters. Setting $y=1/2$ gives $Z^4=a$.

```lean
/-- The yield has a given value `y < 1` exactly when `Z⁴ = a y / (1 - y)`. -/
theorem yield_eq_iff {a y : ℝ} (ha : 0 < a) (hy : y < 1) (Z : ℝ) :
    fluorescenceYield a Z = y ↔ Z ^ 4 = a * y / (1 - y) := by
  have hd : Z ^ 4 + a ≠ 0 := by positivity
  have hy' : 1 - y ≠ 0 := (sub_pos.2 hy).ne'
  unfold fluorescenceYield
  rw [div_eq_iff hd, eq_div_iff hy']
  constructor <;> intro h <;> linear_combination h
```

The Lean proof clears the same two denominators, and `linear_combination` checks that the resulting equations agree. It needs only $1-y\neq0$; the condition $y<1$ is the physically natural way to secure this. At $y=1$ the middle equation reads $0=a$, so no charge reaches that yield.

## Nonnegative charge, $Z\ge0$, for monotonicity

Let $0\le x<y$ be two charges; from here on $y$ no longer denotes a yield. Then $x^4<y^4$, and since the denominators are positive,

$$\frac{x^4}{x^4+a}<\frac{y^4}{y^4+a}\iff x^4(y^4+a)<y^4(x^4+a)\iff ax^4<ay^4,$$

which holds because $a>0$.

```lean
/-- The fluorescence yield grows strictly with the nuclear charge on `Z ≥ 0`. -/
theorem yield_strictMonoOn {a : ℝ} (ha : 0 < a) :
    StrictMonoOn (fluorescenceYield a) (Set.Ici 0) := by
  intro x hx y _ hxy
  have h : x ^ 4 < y ^ 4 := pow_lt_pow_left₀ hxy hx (by norm_num)
  have dx : 0 < x ^ 4 + a := by positivity
  have dy : 0 < y ^ 4 + a := by positivity
  unfold fluorescenceYield
  rw [div_lt_div_iff₀ dx dy]
  nlinarith [mul_pos ha (sub_pos.2 h)]
```

`StrictMonoOn` with `Set.Ici 0` means strictly increasing on $[0,\infty)$. The sign condition is used in `pow_lt_pow_left₀`, which raises $x<y$ to the fourth power. After cross-multiplication, `nlinarith` receives the product $a(y^4-x^4)>0$ and finishes. On the whole real line the claim would be false, because $w$ is even: $w(-1)=w(1)$.

## A positive rate ratio, $a>0$

Physically, $a$ measures the strength of the Auger channel relative to the radiative one. By hand, its positivity keeps $Z^4+a$ away from zero at every real $Z$. The limit follows from

$$w(Z)=1-\frac{a}{Z^4+a},$$

whose subtracted term is the Auger fraction and tends to zero.

```lean
/-- The fluorescence yield tends to one for large nuclear charge. -/
theorem yield_tendsto_one {a : ℝ} (ha : 0 < a) :
    Tendsto (fluorescenceYield a) atTop (𝓝 1) := by
  have h : Tendsto (fun Z : ℝ => Z ^ 4 + a) atTop atTop :=
    tendsto_atTop_add_const_right _ a (tendsto_pow_atTop (by norm_num))
  have h2 : Tendsto (fun Z : ℝ => a / (Z ^ 4 + a)) atTop (𝓝 0) :=
    tendsto_const_nhds.div_atTop h
  have h3 : Tendsto (fun Z : ℝ => 1 - a / (Z ^ 4 + a)) atTop (𝓝 (1 - 0)) :=
    tendsto_const_nhds.sub h2
  rw [sub_zero] at h3
  -- the Auger fraction `a / (Z⁴ + a)` is what is missing from one
  refine h3.congr (fun Z => ?_)
  have hd : Z ^ 4 + a ≠ 0 := by positivity
  unfold fluorescenceYield
  rw [eq_div_iff hd, sub_mul, div_mul_cancel₀ _ hd]
  ring
```

`Tendsto … atTop (𝓝 1)` is the limit $w\to1$ as $Z\to\infty$. The proof builds it in the same order: the denominator diverges, the Auger fraction vanishes, and the difference tends to one.

The quotient rule gives the slope:

$$w'=\frac{4Z^3(Z^4+a)-Z^4\cdot4Z^3}{(Z^4+a)^2}=\frac{4aZ^3}{(Z^4+a)^2}.$$

```lean
/-- The slope of the yield with respect to the nuclear charge is
`4 a Z³ / (Z⁴ + a)²`. -/
theorem yield_hasDerivAt {a : ℝ} (ha : 0 < a) (Z : ℝ) :
    HasDerivAt (fluorescenceYield a) (4 * a * Z ^ 3 / (Z ^ 4 + a) ^ 2) Z := by
  have hd : Z ^ 4 + a ≠ 0 := by positivity
  have h4 : HasDerivAt (fun x : ℝ => x ^ 4) (4 * Z ^ 3) Z := by
    simpa using hasDerivAt_pow 4 Z
  refine (h4.fun_div (h4.add_const a) hd).congr_deriv ?_
  show (4 * Z ^ 3 * (Z ^ 4 + a) - Z ^ 4 * (4 * Z ^ 3)) / (Z ^ 4 + a) ^ 2 = _
  ring
```

`HasDerivAt` states that the derivative exists and has the given value. Applying the quotient rule again and cancelling one factor $Z^4+a$,

$$w''=\frac{12aZ^2(Z^4+a)^2-32aZ^6(Z^4+a)}{(Z^4+a)^4}=\frac{12aZ^2(Z^4+a)-32aZ^6}{(Z^4+a)^3}=\frac{4aZ^2(3a-5Z^4)}{(Z^4+a)^3}.$$

```lean
/-- The second derivative of the yield is `4 a Z² (3a - 5Z⁴) / (Z⁴ + a)³`. -/
theorem yield_second_deriv {a : ℝ} (ha : 0 < a) (Z : ℝ) :
    HasDerivAt (deriv (fluorescenceYield a))
      (4 * a * Z ^ 2 * (3 * a - 5 * Z ^ 4) / (Z ^ 4 + a) ^ 3) Z := by
  have hslope : deriv (fluorescenceYield a) =
      fun x => 4 * a * x ^ 3 / (x ^ 4 + a) ^ 2 :=
    funext fun x => (yield_hasDerivAt ha x).deriv
  rw [hslope]
  have hd : (Z ^ 4 + a) ^ 2 ≠ 0 := by positivity
  have h3 : HasDerivAt (fun x : ℝ => x ^ 3) (3 * Z ^ 2) Z := by
    simpa using hasDerivAt_pow 3 Z
  have h4 : HasDerivAt (fun x : ℝ => x ^ 4) (4 * Z ^ 3) Z := by
    simpa using hasDerivAt_pow 4 Z
  have hden : HasDerivAt (fun x : ℝ => (x ^ 4 + a) ^ 2)
      (2 * (Z ^ 4 + a) * (4 * Z ^ 3)) Z :=
    ((h4.add_const a).fun_pow 2).congr_deriv (by simp)
  refine ((h3.const_mul (4 * a)).fun_div hden hd).congr_deriv ?_
  show (4 * a * (3 * Z ^ 2) * (Z ^ 4 + a) ^ 2
    - 4 * a * Z ^ 3 * (2 * (Z ^ 4 + a) * (4 * Z ^ 3))) / ((Z ^ 4 + a) ^ 2) ^ 2 = _
  rw [div_eq_div_iff (by positivity) (by positivity)]
  ring
```

The function differentiated here is the actual derivative `deriv (fluorescenceYield a)`. The step `hslope` replaces it by the slope formula at every point, which is possible because $a>0$ makes that formula valid everywhere. The rest is the quotient rule and algebra.

With $a=0$ the yield is constant at one for $Z\neq0$, so there is neither a strict rise nor a crossover. With $a<0$ the expression has a pole at $Z^4=-a$ and is no longer a branching fraction.

## Strictly positive charge, $Z>0$, for the inflection and the crossover

For $Z>0$ the prefactor $4aZ^2/(Z^4+a)^3$ is positive, so $w''$ has the sign of $3a-5Z^4$. It vanishes exactly at $Z^4=3a/5$ and is positive exactly below that point. The yield curve thus turns from accelerating to decelerating growth there.

```lean
/-- For positive nuclear charge the second derivative of the yield vanishes exactly at
`Z⁴ = 3a/5` and is positive exactly below that point. -/
theorem yield_inflection {a Z : ℝ} (ha : 0 < a) (hZ : 0 < Z) :
    (deriv (deriv (fluorescenceYield a)) Z = 0 ↔ Z ^ 4 = 3 * a / 5) ∧
    (0 < deriv (deriv (fluorescenceYield a)) Z ↔ Z ^ 4 < 3 * a / 5) := by
  have hc : 0 < 4 * a * Z ^ 2 / (Z ^ 4 + a) ^ 3 := by positivity
  -- split off the positive prefactor
  have h : deriv (deriv (fluorescenceYield a)) Z =
      4 * a * Z ^ 2 / (Z ^ 4 + a) ^ 3 * (3 * a - 5 * Z ^ 4) := by
    rw [(yield_second_deriv ha Z).deriv, div_mul_eq_mul_div]
  rw [h]
  constructor
  · rw [mul_eq_zero, or_iff_right hc.ne']
    constructor <;> intro h <;> linarith
  · rw [mul_pos_iff_of_pos_left hc]
    constructor <;> intro h <;> linarith
```

The proof records that this prefactor is positive as `hc`, splits it off, and reads both equivalences from the remaining factor $3a-5Z^4$. At $Z=0$ both equivalences fail: the factor $Z^2$ makes $w''$ vanish although $Z^4=0$ lies below $3a/5$. That extra zero is not an inflection, since $w''$ is positive on both sides of it.

The main theorem collects the rise, the limit, the half-yield condition and the zero of the second derivative.

```lean
/-- The fluorescence yield rises strictly with nuclear charge on `Z ≥ 0` and tends to one for large
charge; for positive charge it equals one half exactly at `Z⁴ = a`, and its second derivative
vanishes exactly at `Z⁴ = 3a/5`. -/
theorem fluorescence_yield_curve {a : ℝ} (ha : 0 < a) :
    StrictMonoOn (fluorescenceYield a) (Set.Ici 0) ∧
    Tendsto (fluorescenceYield a) atTop (𝓝 1) ∧
    (∀ Z, 0 < Z → (fluorescenceYield a Z = 1 / 2 ↔ Z ^ 4 = a)) ∧
    (∀ Z, 0 < Z →
      (deriv (deriv (fluorescenceYield a)) Z = 0 ↔ Z ^ 4 = 3 * a / 5)) := by
  refine ⟨yield_strictMonoOn ha, yield_tendsto_one ha, fun Z _ => ?_,
    fun Z hZ => (yield_inflection ha hZ).1⟩
  have h : a * (1 / 2) / (1 - 1 / 2) = a := by ring
  rw [yield_eq_iff ha (by norm_num), h]
```

Its half-yield part is `yield_eq_iff` at yield $1/2$. There the sign of $Z$ is not used, as the underscore in `fun Z _` shows, because the condition involves only $Z^4$.

The yield at the inflection does not depend on $a$:

$$w=\frac{3a/5}{3a/5+a}=\frac{3}{8}.$$

```lean
/-- For positive nuclear charge the second derivative of the yield vanishes exactly
where the yield is `3/8`, for every `a > 0`. -/
theorem inflection_iff_yield {a Z : ℝ} (ha : 0 < a) (hZ : 0 < Z) :
    deriv (deriv (fluorescenceYield a)) Z = 0 ↔ fluorescenceYield a Z = 3 / 8 := by
  have h : a * (3 / 8) / (1 - 3 / 8) = 3 * a / 5 := by ring
  rw [(yield_inflection ha hZ).1, yield_eq_iff ha (by norm_num), h]
```

The proof chains the inflection condition with `yield_eq_iff` at yield $3/8$. Again $Z=0$ has to be excluded, since $w''$ vanishes there while the yield is zero.

For a numerical instance, take $a=810000$, an illustrative input that says the Auger rate constant is $810000$ times $c$. Since $30^2=900$ and $900^2=810000$, the crossover is at $Z=30$. On either side of it,

$$w(20)=\frac{160000}{970000}=\frac{16}{97}\approx0.165,\qquad w(40)=\frac{2560000}{3370000}=\frac{256}{337}\approx0.760.$$

The inflection is at $Z^4=486000$, or $Z\approx26.4$, below the crossover, as it must be with a yield of $3/8$.

```lean
/-- For `a = 810000` and positive nuclear charge, the yield is one half exactly at
`Z = 30`. -/
theorem crossover_at_thirty {Z : ℝ} (hZ : 0 < Z) :
    fluorescenceYield 810000 Z = 1 / 2 ↔ Z = 30 := by
  rw [(fluorescence_yield_curve (by norm_num : (0 : ℝ) < 810000)).2.2.1 Z hZ]
  constructor
  · intro h
    have h' : Z ^ 4 = (30 : ℝ) ^ 4 := by rw [h]; norm_num
    exact (pow_left_inj₀ hZ.le (by norm_num) (by norm_num)).1 h'
  · intro h
    rw [h]
    norm_num

end

end FluorescenceYield
```

Here $Z>0$ does real work: $Z^4=30^4$ also has the root $Z=-30$. The lemma `pow_left_inj₀` takes the fourth root among nonnegative numbers and leaves only $Z=30$.

In electronic-structure calculations of core-hole decay, these relations give simple reference points for computed branching fractions, to the extent that the one-parameter model with a $Z^4$ radiative rate and a constant Auger rate applies.

```lean
#print axioms FluorescenceYield.radiativeFraction_eq_yield
#print axioms FluorescenceYield.fluorescence_yield_curve
#print axioms FluorescenceYield.inflection_iff_yield
#print axioms FluorescenceYield.crossover_at_thirty
```

```
'FluorescenceYield.radiativeFraction_eq_yield' depends on axioms: [propext, Classical.choice, Quot.sound]
'FluorescenceYield.fluorescence_yield_curve' depends on axioms: [propext, Classical.choice, Quot.sound]
'FluorescenceYield.inflection_iff_yield' depends on axioms: [propext, Classical.choice, Quot.sound]
'FluorescenceYield.crossover_at_thirty' depends on axioms: [propext, Classical.choice, Quot.sound]
```
